# Four-leg photon-ordered spinor factors fall off as $1/z$ under a two-photon BCFW shift, and their sum as $1/z^2$

## Pair annihilation at large complex momentum

A massless electron–positron pair annihilates into photons. At tree level, the amplitude is a sum over the orders in which the photons sit along the charged line. BCFW recursion makes the momenta depend on a complex number $z$ and rebuilds the amplitude from its poles in $z$. The poles suffice if the amplitude vanishes as $|z|\to\infty$, so the question is how fast it falls, and whether the sum over orderings falls faster than its terms.

A massless momentum factorises into a two-component spinor $\lambda_i$ and a conjugate spinor. The angle bracket is the determinant
$$\langle ij\rangle=\lambda_{i,0}\lambda_{j,1}-\lambda_{i,1}\lambda_{j,0}.$$
It vanishes exactly when the two spinors are linearly dependent, which for real nonzero momenta means that the particles are collinear.

Let 1 and 2 be the charged legs, and 3 and 4 the photons. The two orderings carry the factors
$$A_1=\frac1{\langle13\rangle\langle34\rangle\langle42\rangle\langle21\rangle},\qquad A_2=\frac1{\langle14\rangle\langle43\rangle\langle32\rangle\langle21\rangle}.$$
These are inverse products of brackets, not full amplitudes. In the maximally helicity-violating (MHV) case, a helicity numerator common to both orderings multiplies them. The resulting two terms are gauge-invariant. A single Feynman diagram with the same photon order depends on the gauge chosen for the polarisations, so it need not equal the corresponding term. If photon 4 is the negative-helicity one, that numerator does not contain $\lambda_3$.

## The limits for four legs and for longer chains

Shift $\lambda_3\to\lambda_3+z\lambda_4$. If all six brackets are nonzero, then as $|z|\to\infty$
$$zA_1\to c,\qquad zA_2\to-c,\qquad z^2(A_1+A_2)\to-\frac1{\langle14\rangle^2\langle42\rangle^2},$$
with $c=1/(\langle14\rangle\langle34\rangle\langle42\rangle\langle21\rangle)\neq0$. This is `four_leg_falloff`.

The general theorems concern a chain $x_0,\dots,x_m$ with charged ends and photons inside. One further photon $a$ is inserted between $x_k$ and $x_{k+1}$, where $0\le k<m$. The code maps to this picture as follows.

- `Spinor` is a pair of complex numbers, `angle` the bracket, and `shift a b z` the spinor $a+zb$.
- `links x m` is $P=\prod_{i<m}\langle x_ix_{i+1}\rangle$.
- `ordered x m a k` is the inverse cyclic product of brackets after the insertion.
- `leadCoeff x m a b` is $C=1/(P\langle ab\rangle\langle x_mx_0\rangle)$.
- `cobounded ℂ` expresses $|z|\to\infty$ in every direction of the complex plane.

`ordered_falloff` takes $b=x_{j+1}$, an interior photon. Inserting $a$ just before $b$ gives the limit $C$ for $z$ times the factor, and inserting it just after gives $-C$, with $C\ne0$. `sum_falloff` says that $z^2$ times the sum over all $m$ insertions tends to $-1/(P\langle x_0b\rangle\langle bx_m\rangle)$. Here $b$ may be any spinor with nonzero brackets with both ends. Both theorems assume that cyclic neighbours in the chain $x_0,\dots,x_m$ have nonzero brackets. In addition, `ordered_falloff` assumes $\langle ba\rangle\ne0$, and `sum_falloff` assumes that $a$ has a nonzero bracket with every $x_i$.

The spinors are otherwise arbitrary, and momentum conservation is not imposed. The accompanying shift of photon 4's conjugate spinor does not affect angle brackets. The order of the other photons stays fixed. The step from these factors to a QED amplitude, namely multiplying by a numerator independent of $z$ and, with more than two photons, summing over the orders of the other photons, is physical input and not a hypothesis of the theorems. With that input, the result bears on recursive calculations of massless tree-level MHV scattering, where a $1/z$ falloff already removes the contribution from infinity. The recursion itself is not derived here.

## Cancellation through the Schouten identity

Brackets are linear and $\langle44\rangle=0$, so the shift gives
$$\langle13\rangle\to\langle13\rangle+z\langle14\rangle,\quad \langle32\rangle\to\langle32\rangle+z\langle42\rangle,\quad \langle34\rangle\to\langle34\rangle.$$
One bracket grows in each ordering:
$$zA_1=\frac{z}{\langle13\rangle+z\langle14\rangle}\,\frac1{\langle34\rangle\langle42\rangle\langle21\rangle}\to c,$$
$$zA_2=\frac{z}{\langle32\rangle+z\langle42\rangle}\,\frac1{\langle14\rangle\langle43\rangle\langle21\rangle}\to-c.$$
The minus sign comes from $\langle43\rangle=-\langle34\rangle$.

For the sum on a general chain, define the eikonal factor
$$E_k=\frac{\langle x_kx_{k+1}\rangle}{\langle x_ka\rangle\langle ax_{k+1}\rangle}.$$
The ordered factor is then $E_k/(P\langle x_mx_0\rangle)$. The eikonal factors telescope:
$$\sum_{k<m}E_k=\frac{\langle x_0x_m\rangle}{\langle x_0a\rangle\langle ax_m\rangle}.$$
At $m=0$ both sides vanish. To go from $m$ to $m+1$, write $n=m+1$ and add $E_m$:
$$\frac{\langle x_0x_m\rangle}{\langle x_0a\rangle\langle ax_m\rangle}+\frac{\langle x_mx_n\rangle}{\langle x_ma\rangle\langle ax_n\rangle}
=\frac{\langle x_0x_m\rangle\langle ax_n\rangle-\langle x_0a\rangle\langle x_mx_n\rangle}{\langle x_0a\rangle\langle ax_m\rangle\langle ax_n\rangle}.$$
By the Schouten identity the numerator is $\langle x_0x_n\rangle\langle ax_m\rangle$, which leaves the required fraction.

Dividing by $P\langle x_mx_0\rangle=-P\langle x_0x_m\rangle$ gives the summed factor
$$-\frac1{P\langle x_0a\rangle\langle ax_m\rangle}.$$
After $a\to a+zb$, both remaining brackets containing $a$ grow linearly, so
$$-\frac1P\,\frac{z}{\langle x_0a\rangle+z\langle x_0b\rangle}\,\frac{z}{\langle ax_m\rangle+z\langle bx_m\rangle}\to-\frac1{P\langle x_0b\rangle\langle bx_m\rangle}.$$
For the chain $1,4,2$, $P=\langle14\rangle\langle42\rangle$, and with $b=\lambda_4$ this is the four-leg limit.

## A single photon, and a vanishing $\langle14\rangle$

The smallest chain allowed by `sum_falloff` has $m=1$: two charged legs and the photon $a$. There is one insertion, and it falls off as $1/z^2$ without any cancellation. Here $b$ cannot be either charged leg, whose bracket with itself vanishes, so this is not a BCFW shift of two legs. With $b$ an interior photon, a gain from summing first appears at $m=2$, the four-leg case.

If $\langle14\rangle=0$, the first limit can fail even though the other five brackets are nonzero. Take $\lambda_1=\lambda_4=(1,0)$, $\lambda_3=(0,1)$ and $\lambda_2=(1,1)$. Then $\langle13\rangle$ does not change under the shift, $A_1=1$ for every $z$, and $zA_1=z$ has no finite limit. With momentum conservation, these spinors can occur only for complex momenta: for four real massless momenta, $\langle14\rangle=0$ forces $\langle32\rangle=0$ as well.

## The chain and its limits in Lean

```lean
import Mathlib

open Filter Topology Bornology

namespace BCFWFalloff

noncomputable section

/-- A two-component complex spinor. -/
abbrev Spinor := Fin 2 → ℂ

/-- The angle bracket `⟨x y⟩`, the determinant of two spinors. -/
def angle (x y : Spinor) : ℂ := x 0 * y 1 - x 1 * y 0

/-- The shifted spinor `a + z b`. -/
def shift (a b : Spinor) (z : ℂ) : Spinor := a + z • b

/-- The product of the brackets of neighbours along the open chain `x 0, …, x m`. -/
def links (x : ℕ → Spinor) (m : ℕ) : ℂ :=
  ∏ i ∈ Finset.range m, angle (x i) (x (i + 1))

/-- The ordered factor with photon `a` inserted between `x k` and `x (k+1)`, for `k < m`: the
inverse of the cyclic product of neighbouring brackets, meant for nonzero brackets. -/
def ordered (x : ℕ → Spinor) (m : ℕ) (a : Spinor) (k : ℕ) : ℂ :=
  1 / ((∏ i ∈ (Finset.range m).erase k, angle (x i) (x (i + 1))) *
    (angle (x k) a * angle a (x (k + 1))) * angle (x m) (x 0))

/-- The coefficient `1 / (∏⟨x_i x_{i+1}⟩ ⟨a b⟩ ⟨x_m x_0⟩)`, meant for nonzero brackets. -/
def leadCoeff (x : ℕ → Spinor) (m : ℕ) (a b : Spinor) : ℂ :=
  1 / (links x m * angle a b * angle (x m) (x 0))

/-- The four-leg ordered factor `1 / (⟨ab⟩⟨bc⟩⟨cd⟩⟨da⟩)`, meant for nonzero brackets. -/
def fourLeg (a b c d : Spinor) : ℂ :=
  1 / (angle a b * angle b c * angle c d * angle d a)

/-- The angle bracket is antisymmetric. -/
theorem angle_swap (x y : Spinor) : angle x y = -angle y x := by
  unfold angle; ring

private lemma angle_self (x : Spinor) : angle x x = 0 := by
  unfold angle; ring

private lemma angle_ne {x y : Spinor} (h : angle x y ≠ 0) : angle y x ≠ 0 := by
  rw [angle_swap]; exact neg_ne_zero.2 h

private lemma angle_shift_right (x a b : Spinor) (z : ℂ) :
    angle x (shift a b z) = angle x a + z * angle x b := by
  simp only [angle, shift, Pi.add_apply, Pi.smul_apply, smul_eq_mul]; ring

private lemma angle_shift_left (a b y : Spinor) (z : ℂ) :
    angle (shift a b z) y = angle a y + z * angle b y := by
  simp only [angle, shift, Pi.add_apply, Pi.smul_apply, smul_eq_mul]; ring

/-- Eikonal identity: if `a` has nonzero bracket with every spinor of the chain, the eikonal
factors of all insertions of `a` add up to the factor of the two end legs. -/
theorem eikonal_sum (x : ℕ → Spinor) (a : Spinor) (m : ℕ)
    (ha : ∀ i ≤ m, angle (x i) a ≠ 0) :
    ∑ k ∈ Finset.range m, angle (x k) (x (k + 1)) / (angle (x k) a * angle a (x (k + 1)))
      = angle (x 0) (x m) / (angle (x 0) a * angle a (x m)) := by
  induction m with
  | zero => rw [Finset.sum_range_zero, angle_self, zero_div]
  | succ m ih =>
    have h0 := ha 0 (by omega)
    have hm := ha m (by omega)
    have hn := angle_ne (ha (m + 1) le_rfl)
    rw [Finset.sum_range_succ, ih (fun i hi => ha i (by omega)),
      div_add_div _ _ (mul_ne_zero h0 (angle_ne hm)) (mul_ne_zero hm hn),
      div_eq_div_iff (mul_ne_zero (mul_ne_zero h0 (angle_ne hm)) (mul_ne_zero hm hn))
        (mul_ne_zero h0 hn)]
    -- the Schouten identity, in components
    unfold angle; ring

private lemma ordered_eq (x : ℕ → Spinor) (m : ℕ) (a : Spinor) (k : ℕ) (hk : k < m)
    (hL : angle (x k) (x (k + 1)) ≠ 0) :
    ordered x m a k = angle (x k) (x (k + 1)) / (angle (x k) a * angle a (x (k + 1))) /
      (links x m * angle (x m) (x 0)) := by
  have h : angle (x k) (x (k + 1)) *
      ∏ i ∈ (Finset.range m).erase k, angle (x i) (x (i + 1)) = links x m :=
    Finset.mul_prod_erase _ (fun i => angle (x i) (x (i + 1))) (Finset.mem_range.2 hk)
  rw [← h, ordered, div_div, ← mul_div_mul_left 1 _ hL, mul_one]
  congr 1; ring

/-- Closed form of the sum over all insertions of photon `a` in a fixed ordering, for nonzero
brackets of cyclic neighbours and of `a` with every leg. -/
theorem sum_ordered (x : ℕ → Spinor) (m : ℕ) (a : Spinor)
    (hx : ∀ i < m, angle (x i) (x (i + 1)) ≠ 0) (hc : angle (x m) (x 0) ≠ 0)
    (ha : ∀ i ≤ m, angle (x i) a ≠ 0) :
    ∑ k ∈ Finset.range m, ordered x m a k
      = -1 / (links x m * (angle (x 0) a * angle a (x m))) := by
  have hP : links x m ≠ 0 :=
    Finset.prod_ne_zero_iff.2 fun i hi => hx i (Finset.mem_range.1 hi)
  have hpq := mul_ne_zero (ha 0 (Nat.zero_le m)) (angle_ne (ha m le_rfl))
  rw [Finset.sum_congr rfl fun k hk => ordered_eq x m a k (Finset.mem_range.1 hk)
      (hx k (Finset.mem_range.1 hk)), ← Finset.sum_div, eikonal_sum x a m ha,
    angle_swap (x 0) (x m), div_div,
    div_eq_div_iff (mul_ne_zero hpq (mul_ne_zero hP hc)) (mul_ne_zero hP hpq)]
  ring

private lemma eventually_ne (w : ℂ) : ∀ᶠ z in cobounded ℂ, z ≠ w := by
  filter_upwards [tendsto_norm_cobounded_atTop.eventually_gt_atTop ‖w‖] with z hz h
  rw [h] at hz
  exact lt_irrefl _ hz

private lemma eventually_linear_ne (p q : ℂ) (hp : p ≠ 0) :
    ∀ᶠ z in cobounded ℂ, p + z * q ≠ 0 := by
  by_cases hq : q = 0
  · simp [hq, hp]
  · filter_upwards [eventually_ne (-p / q)] with z hz h
    exact hz ((eq_div_iff hq).2 (by linear_combination h))

private lemma tendsto_scaled (p q : ℂ) (hq : q ≠ 0) :
    Tendsto (fun z : ℂ => z / (p + z * q)) (cobounded ℂ) (𝓝 (1 / q)) := by
  have h : Tendsto (fun z : ℂ => 1 / (p * z⁻¹ + q)) (cobounded ℂ) (𝓝 (1 / (p * 0 + q))) :=
    tendsto_const_nhds.div ((tendsto_inv₀_cobounded.const_mul p).add_const q)
      (by simpa using hq)
  rw [mul_zero, zero_add] at h
  refine h.congr' ?_
  filter_upwards [eventually_ne 0] with z hz
  have e : p + z * q = z * (p * z⁻¹ + q) := by
    rw [mul_add, mul_left_comm, mul_inv_cancel₀ hz, mul_one]
  rw [e, ← mul_div_mul_left 1 _ hz, mul_one]

/-- Shift photon `a` by an interior photon `b = x (j+1)`, with nonzero brackets of cyclic
neighbours and of `b` with `a`. The orderings with `a` just before and just after `b` fall off
as `1/z`, with opposite nonzero coefficients. -/
theorem ordered_falloff (x : ℕ → Spinor) (m j : ℕ) (a : Spinor) (hj : j + 1 < m)
    (hx : ∀ i < m, angle (x i) (x (i + 1)) ≠ 0) (hc : angle (x m) (x 0) ≠ 0)
    (hb : angle (x (j + 1)) a ≠ 0) :
    Tendsto (fun z => z * ordered x m (shift a (x (j + 1)) z) j) (cobounded ℂ)
        (𝓝 (leadCoeff x m a (x (j + 1)))) ∧
      Tendsto (fun z => z * ordered x m (shift a (x (j + 1)) z) (j + 1)) (cobounded ℂ)
        (𝓝 (-leadCoeff x m a (x (j + 1)))) ∧
      leadCoeff x m a (x (j + 1)) ≠ 0 := by
  have hP : links x m ≠ 0 :=
    Finset.prod_ne_zero_iff.2 fun i hi => hx i (Finset.mem_range.1 hi)
  have cancel : ∀ L D : ℂ, L ≠ 0 → 1 / L * (L / D) = 1 / D := by
    intro L D hL
    rw [← mul_div_assoc, one_div_mul_cancel hL]
  have h1 := hx j (by omega)
  have h2 := hx (j + 1) hj
  refine ⟨?_, ?_, one_div_ne_zero (mul_ne_zero (mul_ne_zero hP (angle_ne hb)) hc)⟩
  · -- only the bracket with the left neighbour grows with z
    have h := (tendsto_scaled (angle (x j) a) _ h1).mul_const (angle (x j) (x (j + 1)) /
      (links x m * angle a (x (j + 1)) * angle (x m) (x 0)))
    rw [cancel _ _ h1] at h
    refine h.congr fun z => ?_
    rw [ordered_eq x m _ j (by omega) h1, angle_shift_right, angle_shift_left, angle_self,
      mul_zero, add_zero]
    simp only [div_eq_mul_inv, mul_inv]; ring
  · -- only the bracket with the right neighbour grows with z
    have h := (tendsto_scaled (angle a (x (j + 1 + 1))) _ h2).mul_const
      (-(angle (x (j + 1)) (x (j + 1 + 1)) /
        (links x m * angle a (x (j + 1)) * angle (x m) (x 0))))
    rw [mul_neg, cancel _ _ h2] at h
    refine h.congr fun z => ?_
    rw [ordered_eq x m _ (j + 1) hj h2, angle_shift_right, angle_shift_left, angle_self,
      mul_zero, add_zero, angle_swap (x (j + 1)) a]
    simp only [div_eq_mul_inv, mul_inv, inv_neg]; ring

/-- Summed over all insertions of `a`, the shift `a + z b` gives a `1/z²` falloff with the stated
coefficient, for nonzero brackets of cyclic neighbours, of `a` with every leg, and of `b` with
the two end legs. -/
theorem sum_falloff (x : ℕ → Spinor) (m : ℕ) (a b : Spinor)
    (hx : ∀ i < m, angle (x i) (x (i + 1)) ≠ 0) (hc : angle (x m) (x 0) ≠ 0)
    (ha : ∀ i ≤ m, angle (x i) a ≠ 0)
    (h0 : angle (x 0) b ≠ 0) (hm : angle b (x m) ≠ 0) :
    Tendsto (fun z => z ^ 2 * ∑ k ∈ Finset.range m, ordered x m (shift a b z) k)
      (cobounded ℂ) (𝓝 (-1 / (links x m * (angle (x 0) b * angle b (x m))))) := by
  have h := ((tendsto_scaled (angle (x 0) a) _ h0).mul
    (tendsto_scaled (angle a (x m)) _ hm)).mul_const (-1 / links x m)
  have e : 1 / angle (x 0) b * (1 / angle b (x m)) * (-1 / links x m)
      = -1 / (links x m * (angle (x 0) b * angle b (x m))) := by
    simp only [div_eq_mul_inv, mul_inv]; ring
  rw [e] at h
  -- for large z the shifted spinor has nonzero bracket with every leg
  have hev : ∀ᶠ z in cobounded ℂ, ∀ i ∈ Finset.range (m + 1),
      angle (x i) a + z * angle (x i) b ≠ 0 :=
    (eventually_all_finset _).2 fun i hi =>
      eventually_linear_ne _ _ (ha i (Nat.lt_succ_iff.1 (Finset.mem_range.1 hi)))
  refine h.congr' ?_
  filter_upwards [hev] with z hz
  rw [sum_ordered x m _ hx hc (fun i hi => by
      rw [angle_shift_right]
      exact hz i (Finset.mem_range.2 (Nat.lt_succ_of_le hi))),
    angle_shift_right, angle_shift_left]
  simp only [div_eq_mul_inv, mul_inv]; ring

private def chain (p q r : Spinor) : ℕ → Spinor
  | 0 => p
  | 1 => q
  | _ => r

private lemma chain_before (p q r a : Spinor) :
    ordered (chain p q r) 2 a 0 = fourLeg p a q r := by
  have e : (Finset.range 2).erase 0 = {1} := by decide
  rw [ordered, e, Finset.prod_singleton]
  change 1 / (angle q r * (angle p a * angle a q) * angle r p) = _
  unfold fourLeg; congr 1; ring

private lemma chain_after (p q r a : Spinor) :
    ordered (chain p q r) 2 a 1 = fourLeg p q a r := by
  have e : (Finset.range 2).erase 1 = {0} := by decide
  rw [ordered, e, Finset.prod_singleton]
  change 1 / (angle p q * (angle q a * angle a r) * angle r p) = _
  unfold fourLeg; congr 1; ring

/-- Four legs with all brackets nonzero, under the shift `l3 + z l4`: the two photon orderings
fall off as `1/z` with opposite nonzero coefficients, and their sum falls off as `1/z²`. -/
theorem four_leg_falloff (l1 l2 l3 l4 : Spinor)
    (h13 : angle l1 l3 ≠ 0) (h43 : angle l4 l3 ≠ 0) (h23 : angle l2 l3 ≠ 0)
    (h14 : angle l1 l4 ≠ 0) (h42 : angle l4 l2 ≠ 0) (h21 : angle l2 l1 ≠ 0) :
    let c := 1 / (angle l1 l4 * angle l3 l4 * angle l4 l2 * angle l2 l1)
    c ≠ 0 ∧
      Tendsto (fun z => z * fourLeg l1 (shift l3 l4 z) l4 l2) (cobounded ℂ) (𝓝 c) ∧
      Tendsto (fun z => z * fourLeg l1 l4 (shift l3 l4 z) l2) (cobounded ℂ) (𝓝 (-c)) ∧
      Tendsto (fun z => z ^ 2 *
          (fourLeg l1 (shift l3 l4 z) l4 l2 + fourLeg l1 l4 (shift l3 l4 z) l2))
        (cobounded ℂ) (𝓝 (-1 / (angle l1 l4 ^ 2 * angle l4 l2 ^ 2))) := by
  intro c
  have hx : ∀ i < 2, angle (chain l1 l4 l2 i) (chain l1 l4 l2 (i + 1)) ≠ 0 := by
    intro i hi
    interval_cases i
    · exact h14
    · exact h42
  have ha : ∀ i ≤ 2, angle (chain l1 l4 l2 i) l3 ≠ 0 := by
    intro i hi
    interval_cases i
    · exact h13
    · exact h43
    · exact h23
  have hl : links (chain l1 l4 l2) 2 = angle l1 l4 * angle l4 l2 := by
    rw [links, Finset.prod_range_succ, Finset.prod_range_one]; rfl
  have hc : leadCoeff (chain l1 l4 l2) 2 l3 l4 = c := by
    rw [leadCoeff, hl]
    change 1 / (angle l1 l4 * angle l4 l2 * angle l3 l4 * angle l2 l1)
      = 1 / (angle l1 l4 * angle l3 l4 * angle l4 l2 * angle l2 l1)
    congr 1; ring
  obtain ⟨t1, t2, t3⟩ := ordered_falloff (chain l1 l4 l2) 2 0 l3 (by norm_num) hx h21 h43
  change Tendsto (fun z => z * ordered (chain l1 l4 l2) 2 (shift l3 l4 z) 0) _
    (𝓝 (leadCoeff (chain l1 l4 l2) 2 l3 l4)) at t1
  change Tendsto (fun z => z * ordered (chain l1 l4 l2) 2 (shift l3 l4 z) 1) _
    (𝓝 (-leadCoeff (chain l1 l4 l2) 2 l3 l4)) at t2
  change leadCoeff (chain l1 l4 l2) 2 l3 l4 ≠ 0 at t3
  rw [hc] at t1 t2 t3
  simp only [chain_before] at t1
  simp only [chain_after] at t2
  refine ⟨t3, t1, t2, ?_⟩
  have t := sum_falloff (chain l1 l4 l2) 2 l3 l4 hx h21 ha h14 h42
  change Tendsto _ _ (𝓝 (-1 / (links (chain l1 l4 l2) 2 * (angle l1 l4 * angle l4 l2)))) at t
  simp only [Finset.sum_range_succ, Finset.sum_range_zero, zero_add, chain_before,
    chain_after, hl] at t
  have e : angle l1 l4 ^ 2 * angle l4 l2 ^ 2
      = angle l1 l4 * angle l4 l2 * (angle l1 l4 * angle l4 l2) := by ring
  rw [e]
  exact t

end

end BCFWFalloff
```

```lean
#print axioms BCFWFalloff.four_leg_falloff
```

```
'BCFWFalloff.four_leg_falloff' depends on axioms: [propext, Classical.choice, Quot.sound]
```

## From telescoping to the four-leg limits

`eikonal_sum` is the induction above. `div_add_div` and `div_eq_div_iff` clear the denominators, and `ring` checks the Schouten identity in components. `ordered_eq` restores the link removed by the insertion and so extracts $E_k$. `sum_ordered` combines the two results into the closed form.

The analytic input is `tendsto_scaled`, which states $z/(p+zq)\to1/q$ for $q\neq0$. Its proof divides through by $z$ and uses $z^{-1}\to0$. In `ordered_falloff`, the lemmas `angle_shift_right`, `angle_shift_left` and `angle_self` show that one bracket grows while the bracket with $b$ stays fixed. `tendsto_scaled` then gives each limit, and antisymmetry gives the opposite sign.

`sum_falloff` multiplies two such limits. The closed form needs nonzero brackets at the shifted spinor, and these may vanish at isolated values of $z$. `eventually_linear_ne` excludes this for large $|z|$, one leg at a time, and `eventually_all_finset` combines the finitely many conditions. The limit is then transferred by `congr'`, which needs equality only for large $|z|$.

Finally, `chain l1 l4 l2` encodes the sequence $1,4,2$. `chain_before` and `chain_after` identify its two insertions with $A_1$ and $A_2$, and `four_leg_falloff` specialises the general theorems to $m=2$, $j=0$.
